# A matrix propagator with G′ = GA and G(0) = 1 evolves every solution of u′ = κAu

A vector u(s) with finitely many real components obeys the linear equation of motion u′ = κAu, where A is a constant real matrix, κ a real constant and s the proper time. The declaration `solution_eq_mulVec` states that if a matrix function G satisfies G′ = GA and G(0) = 1, then u(s) = G(κs)u(0) for every real s. Nothing further is assumed of A, such as symmetry or invertibility. The proof fixes s and shows that each component of G(κ(s − r))u(r) has zero derivative in r, so that its values at r = s and r = 0 agree.

In Lean, a first try:

```lean
import Mathlib

open Matrix Polynomial

namespace SolutionEqMulVec

noncomputable section

/-- If `G' = G A` and `G 0 = 1`, then `G (κ s)` carries the initial value of every solution of
`u' = κ A u` to its value at proper time `s`. -/
theorem solution_eq_mulVec {n : Type*} [Fintype n] [DecidableEq n] (A : Matrix n n ℝ)
    (G : ℝ → Matrix n n ℝ) (hG0 : G 0 = 1)
    (hG : ∀ t i j, HasDerivAt (fun r => G r i j) ((G t * A) i j) t)
    (κ : ℝ) (u : ℝ → n → ℝ) (hu : ∀ t, HasDerivAt u (κ • (A *ᵥ u t)) t) (s : ℝ) :
    u s = G (κ * s) *ᵥ u 0 := by
  funext i
  -- evolving `u r` over the remaining time gives a result independent of `r`
  have hw : ∀ t, HasDerivAt (fun r => ∑ j, G (κ * (s - r)) i j * u r j) 0 t := by
    intro t
    have hin : HasDerivAt (fun r : ℝ => κ * (s - r)) (-κ) t := by
      simpa using ((hasDerivAt_id' t).const_sub s).const_mul κ
    have hj : ∀ j, HasDerivAt (fun r => G (κ * (s - r)) i j * u r j)
        ((G (κ * (s - t)) * A) i j * (-κ) * u t j
          + G (κ * (s - t)) i j * (κ * (A *ᵥ u t) j)) t := by
      intro j
      have hc := (hG _ i j).comp t hin
      exact hc.fun_mul (hasDerivAt_pi.1 (hu t) j)
    refine (HasDerivAt.fun_sum (u := Finset.univ) (fun j _ => hj j)).congr_deriv ?_
    have e : ∑ j, (G (κ * (s - t)) * A) i j * u t j
        = ∑ j, G (κ * (s - t)) i j * (A *ᵥ u t) j :=
      congrFun (Matrix.mulVec_mulVec (u t) (G (κ * (s - t))) A).symm i
    calc _ = κ * (∑ j, G (κ * (s - t)) i j * (A *ᵥ u t) j
          - ∑ j, (G (κ * (s - t)) * A) i j * u t j) := by
          rw [mul_sub, Finset.mul_sum, Finset.mul_sum, ← Finset.sum_sub_distrib]
          exact Finset.sum_congr rfl (fun j _ => by ring)
      _ = 0 := by rw [e, sub_self, mul_zero]
  have h := is_const_of_deriv_eq_zero (fun t => (hw t).differentiableAt)
    (fun t => (hw t).deriv) s 0
  simp only [sub_self, mul_zero, sub_zero, hG0, Matrix.one_apply, ite_mul, one_mul, zero_mul,
    Finset.sum_ite_eq, Finset.mem_univ, if_true] at h
  exact h

end

end SolutionEqMulVec
```

The error:

```
Main.lean:34:23: error: Tactic `rewrite` failed: Did not find an occurrence of the pattern
  ?a * ∑ i ∈ ?s, ?f i
in the target expression
  ∑ i_1, ((G (κ * s - κ * t) * A) i i_1 * -κ * u t i_1 + G (κ * s - κ * t) i i_1 * (κ * (A *ᵥ u t) i_1)) =
    κ * (∑ j, G (κ * s - κ * t) i j * (A *ᵥ u t) j - ∑ j, (G (κ * s - κ * t) * A) i j * u t j)

n : Type u_1
inst✝¹ : Fintype n
inst✝ : DecidableEq n
A : Matrix n n ℝ
G : ℝ → Matrix n n ℝ
hG0 : G 0 = 1
hG : ∀ (t : ℝ) (i j : n), HasDerivAt (fun r => G r i j) ((G t * A) i j) t
κ : ℝ
u : ℝ → n → ℝ
hu : ∀ (t : ℝ), HasDerivAt u (κ • A *ᵥ u t) t
s : ℝ
i : n
t : ℝ
hin : HasDerivAt (fun r => κ * (s - r)) (-κ) t
hj :
  ∀ (j : n),
    HasDerivAt (fun r => G (κ * (s - r)) i j * u r j)
      ((G (κ * (s - t)) * A) i j * -κ * u t j + G (κ * (s - t)) i j * (κ * (A *ᵥ u t) j)) t
e : ∑ j, (G (κ * (s - t)) * A) i j * u t j = ∑ j, G (κ * (s - t)) i j * (A *ᵥ u t) j
⊢ ∑ i_1, ((G (κ * s - κ * t) * A) i i_1 * -κ * u t i_1 + G (κ * s - κ * t) i i_1 * (κ * (A *ᵥ u t) i_1)) =
    κ * (∑ j, G (κ * s - κ * t) i j * (A *ᵥ u t) j - ∑ j, (G (κ * s - κ * t) * A) i j * u t j)

Note: The target expression is not type-correct under the `implicit` transparency level, which may have triggered the failure. This is usually caused by unfolding of semireducible definitions in prior tactic steps. Use `set_option linter.tacticCheckInstances true` to investigate the source of the issue.
Full error:
  function expected
    (G (κ * s - κ * t) * A) i✝
```

The error says that `rw [Finset.mul_sum]` found no factor multiplying a sum. The step before it, `mul_sub`, was meant to distribute κ over the difference of two sums. It matched `κ * (s - t)` inside the argument of `G` instead, as the goal shows: `G` is now taken at `κ * s - κ * t`, while the outer κ still multiplies an undistributed difference. Lean's note that the goal is not type-correct at `implicit` transparency offers a possible cause, but the missing pattern already accounts for the failure.

The repair proves the cancellation first, as `key`, for arbitrary vectors `p`, `q`, `x`, `y`, where there is no time argument to catch a rewrite. There `ring` puts each term in the form of a difference, `Finset.sum_sub_distrib` splits the sum, `← Finset.mul_sum` draws κ out, and the hypothesis `hpq` makes the two parts cancel. The final `exact` applies `key` to the row of `G * A`, the row of `G`, and the vectors `u t` and `A *ᵥ u t`. The equality it needs is the old `e`, still obtained from `Matrix.mulVec_mulVec`.

This version goes through:

```diff
@@ -15,4 +15,10 @@
     u s = G (κ * s) *ᵥ u 0 := by
   funext i
+  have key : ∀ p q x y : n → ℝ, ∑ j, p j * x j = ∑ j, q j * y j →
+      ∑ j, (p j * (-κ) * x j + q j * (κ * y j)) = 0 := by
+    intro p q x y hpq
+    have e : ∀ j, p j * (-κ) * x j + q j * (κ * y j)
+        = κ * (q j * y j) - κ * (p j * x j) := fun j => by ring
+    simp only [e, Finset.sum_sub_distrib, ← Finset.mul_sum, hpq, sub_self]
   -- evolving `u r` over the remaining time gives a result independent of `r`
   have hw : ∀ t, HasDerivAt (fun r => ∑ j, G (κ * (s - r)) i j * u r j) 0 t := by
@@ -27,12 +33,6 @@
       exact hc.fun_mul (hasDerivAt_pi.1 (hu t) j)
     refine (HasDerivAt.fun_sum (u := Finset.univ) (fun j _ => hj j)).congr_deriv ?_
-    have e : ∑ j, (G (κ * (s - t)) * A) i j * u t j
-        = ∑ j, G (κ * (s - t)) i j * (A *ᵥ u t) j :=
-      congrFun (Matrix.mulVec_mulVec (u t) (G (κ * (s - t))) A).symm i
-    calc _ = κ * (∑ j, G (κ * (s - t)) i j * (A *ᵥ u t) j
-          - ∑ j, (G (κ * (s - t)) * A) i j * u t j) := by
-          rw [mul_sub, Finset.mul_sum, Finset.mul_sum, ← Finset.sum_sub_distrib]
-          exact Finset.sum_congr rfl (fun j _ => by ring)
-      _ = 0 := by rw [e, sub_self, mul_zero]
+    exact key ((G (κ * (s - t)) * A) i) (G (κ * (s - t)) i) (u t) (A *ᵥ u t)
+      (congrFun (Matrix.mulVec_mulVec (u t) (G (κ * (s - t))) A).symm i)
   have h := is_const_of_deriv_eq_zero (fun t => (hw t).differentiableAt)
     (fun t => (hw t).deriv) s 0
```
